# With response strength a and on-site kernel U, a two-site Fukui function keeps the frontier density's total and has its site difference divided by 1 + 2aU

The Fukui function `f` on two sites is here the frontier density `g` plus the non-interacting response to the potential that `f` itself induces through an on-site kernel `U`. The response matrix has `-a` on its diagonal and `a` off it, and `a`, `U` and the site values of `g` and `f` are any real numbers with 1 + 2aU ≠ 0, so neither density need be normalised. The theorem says that `f` solves this relation exactly when its total over the sites equals that of `g` and its difference between the sites is that of `g` divided by 1 + 2aU. The attempt first writes the matrix relation as one equation per site, in a step called `key`, and then gets each direction from sums and differences of equations.

The first attempt, which Lean rejects:

```lean
import Mathlib

open Matrix

namespace TwoSiteFukui

noncomputable section

variable {n : Type*} [Fintype n]

/-- The self-consistency relation `f = g + X0 K f`: the Fukui function `f` is the frontier
density `g` plus the non-interacting response `X0` to the potential `K f` induced by `f`. -/
def FukuiEquation (X0 K : Matrix n n ℝ) (g f : n → ℝ) : Prop :=
  f = g + X0 *ᵥ (K *ᵥ f)

variable [DecidableEq n]

/-- Two sites with response strength `a` and on-site kernel `U`, where `1 + 2aU ≠ 0`: `f`
solves the self-consistency relation exactly when it has the total of `g` and its difference
between the sites is that of `g` divided by `1 + 2aU`. -/
theorem two_site_fukui {a U : ℝ} (h : 1 + 2 * a * U ≠ 0) (g f : Fin 2 → ℝ) :
    FukuiEquation !![-a, a; a, -a] !![U, 0; 0, U] g f ↔
      f 0 + f 1 = g 0 + g 1 ∧ f 0 - f 1 = (g 0 - g 1) / (1 + 2 * a * U) := by
  have key : FukuiEquation !![-a, a; a, -a] !![U, 0; 0, U] g f ↔
      f 0 = g 0 + (-a * (U * f 0) + a * (U * f 1)) ∧
      f 1 = g 1 + (a * (U * f 0) + -a * (U * f 1)) := by
    simp [FukuiEquation, funext_iff, Fin.forall_fin_two, Matrix.mulVec, dotProduct,
      Fin.sum_univ_two]
  rw [key, eq_div_iff h]
  constructor
  · rintro ⟨h0, h1⟩
    constructor
    · linear_combination h0 + h1
    · linear_combination h0 - h1
  · rintro ⟨hs, hd⟩
    constructor
    · linear_combination (hs + hd) / 2
    · linear_combination (hs - hd) / 2

end

end TwoSiteFukui
```

The compiler's answer:

```
Main.lean:26:54: error: unsolved goals
a U : ℝ
h : 1 + 2 * a * U ≠ 0
g f : Fin 2 → ℝ
⊢ f 0 = g 0 + (-(U * f 0 * a) + U * f 1 * a) ∧ f 1 = g 1 + (U * f 0 * a + -(U * f 1 * a)) ↔
    f 0 = g 0 + (-(a * (U * f 0)) + a * (U * f 1)) ∧ f 1 = g 1 + (a * (U * f 0) + -(a * (U * f 1)))
Main.lean:27:57: warning: This simp argument is unused:
  Matrix.mulVec

Hint: Omit it from the simp argument list.
  [apply] simp [FukuiEquation, funext_iff, Fin.forall_fin_two, dotProduct, Fin.sum_univ_two]

Note: This linter can be disabled with `set_option linter.unusedSimpArgs false`
```

Diagnosis. The error is in `key`. `simp` does expand the matrix relation into two site equations, but it leaves products such as `U * f 0 * a` on the left of the `↔`, where the right has `a * (U * f 0)`. The two sides are equal by commutativity of multiplication, but this `simp` call doesn't reorder the factors, so the goal stays open.

The added `rw` cures this. `mul_comm (U * f 0) a` turns `U * f 0 * a` into `a * (U * f 0)` wherever it occurs, and the second `mul_comm` does the same for `f 1`. The two sides are then identical, and `rw` closes the goal by reflexivity, which it tries after rewriting.

The warning says that `simp` never used `Matrix.mulVec`, so the matrix-vector products were expanded without that argument. Dropping it, and putting the call on one line, is mere tidying.

The repair, with which the file compiles:

```diff
@@ -25,6 +25,6 @@
       f 0 = g 0 + (-a * (U * f 0) + a * (U * f 1)) ∧
       f 1 = g 1 + (a * (U * f 0) + -a * (U * f 1)) := by
-    simp [FukuiEquation, funext_iff, Fin.forall_fin_two, Matrix.mulVec, dotProduct,
-      Fin.sum_univ_two]
+    simp [FukuiEquation, funext_iff, Fin.forall_fin_two, dotProduct, Fin.sum_univ_two]
+    rw [mul_comm (U * f 0) a, mul_comm (U * f 1) a]
   rw [key, eq_div_iff h]
   constructor
```
